# A product state of nonzero fermionic orbitals on the vacuum has norm at most ∏‖fᵢ‖, with equality exactly for orthogonal orbitals

A code that normalises each orbital and then takes the many-fermion state to be normalised can get wrong expectation values when the orbitals are not orthogonal. Two unit orbitals with overlap s, where 0 < |s| < 1, give a state Ψ of norm √(1 − |s|²), not 1, so ⟨Ψ|A|Ψ⟩ is the true expectation value of A multiplied by 1 − |s|².

## Norm of the state against norms of the orbitals

Let c_p and a_p create and remove a fermion in mode p, for finitely many modes. An orbital f has coefficients f_p, and

c(f) = Σ_p f_p c_p,  a(f) = Σ_p f_p* a_p,  ⟨f,g⟩ = Σ_p f_p* g_p.

For nonzero orbitals f₁,…,fₖ and a unit vacuum v,

‖c(f₁)…c(fₖ)v‖ ≤ ‖f₁‖…‖fₖ‖,

with equality if and only if the orbitals are pairwise orthogonal.

## Skipping the division by ⟨Ψ|Ψ⟩

A code that propagates the orbitals of a single determinant Ψ in a finite basis, and computes expectation values without dividing by ⟨Ψ|Ψ⟩, is safe from this error while the orbitals are orthonormal, which is the equality case with unit orbitals. If the orbitals stay normalised but lose orthogonality, the norm of Ψ falls below 1.

## From the anticommutator to orthogonality

The relations a_p c_q + c_q a_p = δ_pq and c_p c_q + c_q c_p = 0 express Fermi statistics. Multiplying by coefficients and summing gives (`annihilate_create`, `create_swap`)

a(f)c(g) + c(g)a(f) = ⟨f,g⟩,  c(f)c(g) = −c(g)c(f).

Since c(f) is adjoint to a(f), for any state x (`norm_sq_create`)

‖c(f)x‖² = ⟨x, a(f)c(f)x⟩ = ‖f‖²‖x‖² − ‖a(f)x‖².

So ‖c(f)x‖ ≤ ‖f‖‖x‖, with equality if and only if a(f)x = 0 (`norm_create`). Applying this once per orbital gives the bound (`norm_slater_le`, by induction on the list).

**Orthogonal orbitals give equality.** If f is orthogonal to g₁,…,gₘ, then a(f) moves past each c(gᵢ) with only a sign and reaches the vacuum:

a(f)c(g₁)…c(gₘ)v = ±c(g₁)…c(gₘ)a(f)v = 0.

Every factor therefore contributes its full norm (`annihilate_slater`).

**Equality forces orthogonality.** Suppose c(f)x attains the bound, where x is the product of the remaining orbitals. Because ‖f‖ > 0, x attains its own bound and a(f)x = 0 (`saturated_tail`).

If x = c(g)y, exchange f and g. The state c(g)c(f)y has the same norm, so dropping g shows that c(f)y attains its bound. Dropping f then shows that y does too, so y ≠ 0, and that a(f)y = 0. Hence

⟨f,g⟩y = a(f)c(g)y + c(g)a(f)y = 0,

and ⟨f,g⟩ = 0. Induction on the shorter product c(f)y handles the other orbitals (`saturated_head`), and the same argument for x handles the pairs without f.

The exchange supplies a(f)y = 0. The relation a(f)c(g)y = 0 alone doesn't give ⟨f,g⟩ = 0, because it only makes c(g)a(f)y and ⟨f,g⟩y equal, and both can be nonzero, as they are for f = g and y = c(f)v.

## The Lean source

```lean
import Mathlib

open scoped InnerProductSpace

namespace FermionHadamard

noncomputable section

variable {ι H : Type*} [Fintype ι] [DecidableEq ι]
  [NormedAddCommGroup H] [InnerProductSpace ℂ H]

/-- Fermionic operators: `a p` and `c q` obey the canonical anticommutation relations,
the `c p` anticommute among themselves, and `c p` is adjoint to `a p`. -/
structure CAR (a c : ι → H →ₗ[ℂ] H) : Prop where
  anti_ac : ∀ p q x, a p (c q x) + c q (a p x) = if p = q then x else 0
  anti_cc : ∀ p q x, c p (c q x) + c q (c p x) = 0
  adj : ∀ p x y, inner ℂ (c p x) y = inner ℂ x (a p y)

/-- The operator `c(f) = ∑ f_p c_p`, creating a particle in the orbital `f`, applied to `x`. -/
def create (c : ι → H →ₗ[ℂ] H) (f : EuclideanSpace ℂ ι) (x : H) : H :=
  ∑ p, f p • c p x

/-- The operator `a(f) = ∑ conj(f_p) a_p`, removing a particle from the orbital `f`,
applied to `x`. -/
def annihilate (a : ι → H →ₗ[ℂ] H) (f : EuclideanSpace ℂ ι) (x : H) : H :=
  ∑ p, (starRingEnd ℂ) (f p) • a p x

/-- The product state `c(f_1) ... c(f_k) v` for a list of orbitals. -/
def slater (c : ι → H →ₗ[ℂ] H) (v : H) : List (EuclideanSpace ℂ ι) → H
  | [] => v
  | f :: l => create c f (slater c v l)

variable {a c : ι → H →ₗ[ℂ] H} {v : H}

/-- The anticommutator of `a(f)` and `c(g)` is the overlap `⟨f, g⟩`. -/
theorem annihilate_create (h : CAR a c) (f g : EuclideanSpace ℂ ι) (x : H) :
    annihilate a f (create c g x) + create c g (annihilate a f x) = inner ℂ f g • x := by
  have h1 : annihilate a f (create c g x)
      = ∑ p, ∑ q, ((starRingEnd ℂ) (f p) * g q) • a p (c q x) := by
    simp only [create, annihilate, map_sum, map_smul, Finset.smul_sum, smul_smul]
  have h2 : create c g (annihilate a f x)
      = ∑ p, ∑ q, ((starRingEnd ℂ) (f p) * g q) • c q (a p x) := by
    simp only [create, annihilate, map_sum, map_smul, Finset.smul_sum, smul_smul]
    rw [Finset.sum_comm]
    exact Finset.sum_congr rfl fun p _ => Finset.sum_congr rfl fun q _ => by rw [mul_comm]
  rw [h1, h2]
  simp only [← Finset.sum_add_distrib, ← smul_add, h.anti_ac]
  simp [PiLp.inner_apply, Finset.sum_smul, mul_comm]

/-- Exchanging two creation operators changes the sign of the state. -/
theorem create_swap (h : CAR a c) (f g : EuclideanSpace ℂ ι) (x : H) :
    create c f (create c g x) = -create c g (create c f x) := by
  have h1 : create c f (create c g x) = ∑ p, ∑ q, (f p * g q) • c p (c q x) := by
    simp only [create, map_sum, map_smul, Finset.smul_sum, smul_smul]
  have h2 : create c g (create c f x) = ∑ p, ∑ q, (f p * g q) • c q (c p x) := by
    simp only [create, map_sum, map_smul, Finset.smul_sum, smul_smul]
    rw [Finset.sum_comm]
    exact Finset.sum_congr rfl fun p _ => Finset.sum_congr rfl fun q _ => by rw [mul_comm]
  rw [eq_neg_iff_add_eq_zero, h1, h2]
  simp only [← Finset.sum_add_distrib, ← smul_add, h.anti_cc, smul_zero,
    Finset.sum_const_zero]

/-- Adding a particle in `f` and removing one from `f` share the weight `‖f‖² ‖x‖²`. -/
theorem norm_sq_create (h : CAR a c) (f : EuclideanSpace ℂ ι) (x : H) :
    ‖create c f x‖ ^ 2 + ‖annihilate a f x‖ ^ 2 = ‖f‖ ^ 2 * ‖x‖ ^ 2 := by
  have adj : ∀ y z, inner ℂ (create c f y) z = inner ℂ y (annihilate a f z) := by
    intro y z
    simp only [create, annihilate, sum_inner, inner_sum, inner_smul_left,
      inner_smul_right, h.adj]
  have h2 : inner ℂ x (create c f (annihilate a f x))
      = inner ℂ (annihilate a f x) (annihilate a f x) := by
    rw [← inner_conj_symm, adj, inner_conj_symm]
  have h1 : inner ℂ (create c f x) (create c f x)
      + inner ℂ (annihilate a f x) (annihilate a f x) = inner ℂ f f * inner ℂ x x := by
    rw [adj, ← h2, ← inner_add_right, annihilate_create h, inner_smul_right]
  simp only [inner_self_eq_norm_sq_to_K] at h1
  exact_mod_cast h1

/-- Creating a particle in `f` multiplies the norm by at most `‖f‖`, and by exactly `‖f‖`
if and only if `a(f)` annihilates the state. -/
theorem norm_create (h : CAR a c) (f : EuclideanSpace ℂ ι) (x : H) :
    ‖create c f x‖ ≤ ‖f‖ * ‖x‖ ∧
      (‖create c f x‖ = ‖f‖ * ‖x‖ ↔ annihilate a f x = 0) := by
  have key := norm_sq_create h f x
  have hn : 0 ≤ ‖f‖ * ‖x‖ := by positivity
  refine ⟨(sq_le_sq₀ (norm_nonneg _) hn).mp ?_, fun e => ?_, fun e => ?_⟩
  · rw [mul_pow]
    linarith [sq_nonneg ‖annihilate a f x‖]
  · rw [e, mul_pow] at key
    have h0 : ‖annihilate a f x‖ ^ 2 = 0 := by linarith
    exact norm_eq_zero.mp (pow_eq_zero_iff (two_ne_zero)|>.mp h0)
  · refine (sq_eq_sq₀ (norm_nonneg _) hn).mp ?_
    rw [e, norm_zero] at key
    rw [mul_pow]
    linarith

/-- For any reference vector `v` and any orbitals, the norm of `c(f_1) ... c(f_k) v` is at
most the product of the orbital norms times `‖v‖`. -/
theorem norm_slater_le (h : CAR a c) (v : H) (l : List (EuclideanSpace ℂ ι)) :
    ‖slater c v l‖ ≤ (l.map fun g => ‖g‖).prod * ‖v‖ := by
  induction l with
  | nil => simp [slater]
  | cons f l ih =>
    rw [List.map_cons, List.prod_cons, mul_assoc]
    exact (norm_create h f _).1.trans (mul_le_mul_of_nonneg_left ih (norm_nonneg f))

/-- If `f` is orthogonal to every orbital of a product state built on the vacuum, then
`a(f)` annihilates that state. -/
theorem annihilate_slater (h : CAR a c) (hv : ∀ p, a p v = 0) (f : EuclideanSpace ℂ ι)
    (l : List (EuclideanSpace ℂ ι)) (hl : ∀ g ∈ l, inner ℂ f g = 0) :
    annihilate a f (slater c v l) = 0 := by
  induction l with
  | nil => simp [slater, annihilate, hv]
  | cons g l ih =>
    have h1 := annihilate_create h f g (slater c v l)
    rw [ih fun g' hg' => hl g' (List.mem_cons_of_mem _ hg'), hl g List.mem_cons_self] at h1
    simpa [slater, create] using h1

/-- Over a unit vector `v`, if the bound is attained with a nonzero first orbital `f`, it is
attained without `f`, and `a(f)` annihilates the remaining product state. -/
theorem saturated_tail (h : CAR a c) (hv1 : ‖v‖ = 1) {f : EuclideanSpace ℂ ι} (hf : f ≠ 0)
    {l : List (EuclideanSpace ℂ ι)}
    (e : ‖slater c v (f :: l)‖ = ((f :: l).map fun g => ‖g‖).prod) :
    ‖slater c v l‖ = (l.map fun g => ‖g‖).prod ∧ annihilate a f (slater c v l) = 0 := by
  rw [List.map_cons, List.prod_cons] at e
  change ‖create c f (slater c v l)‖ = _ at e
  have h1 := (norm_create h f (slater c v l)).1
  rw [e] at h1
  have h2 := norm_slater_le h v l
  rw [hv1, mul_one] at h2
  have h3 := le_antisymm h2 (le_of_mul_le_mul_left h1 (norm_pos_iff.mpr hf))
  exact ⟨h3, (norm_create h f _).2.mp (by rw [e, h3])⟩

/-- Over a unit vector `v` and for nonzero orbitals, if the bound is attained then the first
orbital is orthogonal to all the others. -/
theorem saturated_head (h : CAR a c) (hv1 : ‖v‖ = 1) {f : EuclideanSpace ℂ ι} (hf : f ≠ 0)
    (l : List (EuclideanSpace ℂ ι)) (hl : ∀ g ∈ l, g ≠ 0)
    (e : ‖slater c v (f :: l)‖ = ((f :: l).map fun g => ‖g‖).prod) :
    ∀ g ∈ l, inner ℂ f g = 0 := by
  induction l with
  | nil => simp
  | cons g l ih =>
    have hl' : ∀ g' ∈ l, g' ≠ 0 := fun g' hg' => hl g' (List.mem_cons_of_mem _ hg')
    -- exchange the first two orbitals, then drop `g`
    have e' : ‖slater c v (g :: f :: l)‖ = ((g :: f :: l).map fun g => ‖g‖).prod := by
      have hs : slater c v (g :: f :: l) = -slater c v (f :: g :: l) := create_swap h g f _
      rw [hs, norm_neg, e]
      simp only [List.map_cons, List.prod_cons]
      ring
    have e1 := (saturated_tail h hv1 (hl g List.mem_cons_self) e').1
    obtain ⟨e2, z⟩ := saturated_tail h hv1 hf e1
    have z' : annihilate a f (create c g (slater c v l)) = 0 :=
      (saturated_tail h hv1 hf e).2
    have hne : slater c v l ≠ 0 := by
      rw [← norm_ne_zero_iff, e2]
      refine List.prod_ne_zero fun h0 => ?_
      obtain ⟨g', hg', h0⟩ := List.mem_map.mp h0
      exact hl' g' hg' (norm_eq_zero.mp h0)
    -- the anticommutator leaves only the overlap of `f` and `g`
    have h1 := annihilate_create h f g (slater c v l)
    rw [z', z] at h1
    have h2 : inner ℂ f g • slater c v l = 0 := by
      rw [← h1]
      simp [create]
    intro g' hg'
    rcases List.mem_cons.mp hg' with rfl | hg'
    · exact (smul_eq_zero.mp h2).resolve_right hne
    · exact ih hl' e1 g' hg'

/-- For nonzero orbitals and a unit vacuum `v`, the norm of `c(f_1) ... c(f_k) v` is at most the
product of the orbital norms, with equality if and only if the orbitals are pairwise orthogonal. -/
theorem hadamard_bound (h : CAR a c) (hv : ∀ p, a p v = 0) (hv1 : ‖v‖ = 1) {k : ℕ}
    (f : Fin k → EuclideanSpace ℂ ι) (hf : ∀ i, f i ≠ 0) :
    ‖slater c v (List.ofFn f)‖ ≤ ∏ i, ‖f i‖ ∧
      (‖slater c v (List.ofFn f)‖ = ∏ i, ‖f i‖ ↔
        ∀ i j, i ≠ j → inner ℂ (f i) (f j) = 0) := by
  have key : ∀ l : List (EuclideanSpace ℂ ι), (∀ g ∈ l, g ≠ 0) →
      (‖slater c v l‖ = (l.map fun g => ‖g‖).prod ↔
        l.Pairwise fun g g' => inner ℂ g g' = 0) := by
    intro l
    induction l with
    | nil => simp [slater, hv1]
    | cons g l ih =>
      intro hl
      have ih' := ih fun g' hg' => hl g' (List.mem_cons_of_mem _ hg')
      have hg := hl g List.mem_cons_self
      rw [List.pairwise_cons]
      constructor
      · intro e
        exact ⟨saturated_head h hv1 hg l (fun g' hg' => hl g' (List.mem_cons_of_mem _ hg')) e,
          ih'.mp (saturated_tail h hv1 hg e).1⟩
      · rintro ⟨h1, h2⟩
        rw [List.map_cons, List.prod_cons, ← ih'.mpr h2]
        exact (norm_create h g _).2.mpr (annihilate_slater h hv g l h1)
  have hp : ((List.ofFn f).map fun g => ‖g‖).prod = ∏ i, ‖f i‖ := by
    rw [List.map_ofFn, List.prod_ofFn]
    rfl
  have hne : ∀ g ∈ List.ofFn f, g ≠ 0 := by
    intro g hg
    obtain ⟨i, rfl⟩ : ∃ i, f i = g := by simpa [List.mem_ofFn] using hg
    exact hf i
  have hb := norm_slater_le h v (List.ofFn f)
  rw [hv1, mul_one, hp] at hb
  refine ⟨hb, ?_⟩
  rw [← hp, key _ hne, List.pairwise_ofFn]
  constructor
  · intro H i j hij
    rcases lt_or_gt_of_ne hij with hlt | hlt
    · exact H hlt
    · exact inner_eq_zero_symm.mp (H hlt)
  · intro H i j hij
    exact H i j (ne_of_lt hij)

/-- Creation operators of two fermionic modes on `ℂ⁴`, with basis states ordered as empty,
first mode filled, second mode filled, both filled. -/
def c₂ (p : Fin 2) : EuclideanSpace ℂ (Fin 4) →ₗ[ℂ] EuclideanSpace ℂ (Fin 4) where
  toFun x := if p = 0 then !₂[0, x 0, 0, x 2] else !₂[0, 0, x 0, -x 1]
  map_add' x y := by
    ext i
    fin_cases p <;> fin_cases i <;> simp [add_comm]
  map_smul' r x := by
    ext i
    fin_cases p <;> fin_cases i <;> simp

/-- Annihilation operators of two fermionic modes on `ℂ⁴`, in the same basis. -/
def a₂ (p : Fin 2) : EuclideanSpace ℂ (Fin 4) →ₗ[ℂ] EuclideanSpace ℂ (Fin 4) where
  toFun x := if p = 0 then !₂[x 1, 0, x 3, 0] else !₂[x 2, -x 3, 0, 0]
  map_add' x y := by
    ext i
    fin_cases p <;> fin_cases i <;> simp [add_comm]
  map_smul' r x := by
    ext i
    fin_cases p <;> fin_cases i <;> simp

/-- The two-mode operators on `ℂ⁴` are fermionic, and the first basis vector is a unit
vacuum for them. -/
theorem car_witness : CAR a₂ c₂ ∧ (∀ p, a₂ p !₂[1, 0, 0, 0] = 0) ∧
    ‖(!₂[1, 0, 0, 0] : EuclideanSpace ℂ (Fin 4))‖ = 1 := by
  refine ⟨⟨?_, ?_, ?_⟩, ?_, ?_⟩
  · intro p q x
    ext i
    fin_cases p <;> fin_cases q <;> fin_cases i <;> simp [a₂, c₂]
  · intro p q x
    ext i
    fin_cases p <;> fin_cases q <;> fin_cases i <;> simp [c₂]
  · intro p x y
    fin_cases p <;> simp [a₂, c₂, PiLp.inner_apply, Fin.sum_univ_succ]
  · intro p
    ext i
    fin_cases p <;> fin_cases i <;> simp [a₂]
  · simp [EuclideanSpace.norm_eq, Fin.sum_univ_succ]

end

end FermionHadamard
```

```lean
#print axioms FermionHadamard.hadamard_bound
```

```
'FermionHadamard.hadamard_bound' depends on axioms: [propext, Classical.choice, Quot.sound]
```

## What `hadamard_bound` guarantees, and for which orbitals

`CAR a c` contains the two anticommutation relations and the adjointness. The state space `H` is any complex inner-product space, and `ι` is the finite set of modes. The hypotheses `hv` and `hv1` say that `v` has no occupied mode and has norm 1; `hf` excludes zero orbitals. `List.ofFn f` lists the orbitals, which Lean numbers from 0, and `slater` builds their product state without normalising it. For k = 0 both sides equal 1. The operators `c₂` and `a₂` on ℂ⁴ show that the assumptions are satisfiable.

The vacuum condition matters for equality. Take v = c_p|0⟩, with |0⟩ the vacuum, and the single orbital that is mode p. There is no pair to violate orthogonality, yet c_p v = 0 while the product of norms is 1. The bound itself holds for any reference vector, with an extra factor ‖v‖.

The Lean name `hadamard_bound` alludes to Hadamard's inequality for matrix determinants. The theorem itself bounds a state norm, and no determinant appears in its statement.

Coefficients must refer to orthonormal modes. Atomic-orbital coefficients with a nontrivial overlap matrix have to be transformed first. The theorem also gives no estimate of how far the norm drops for nearly orthogonal orbitals, and it says nothing about rounding.
